# The singles correction as the minimum of a quadratic orbital-rotation model

## Physical setting

When a random-phase-approximation energy is evaluated on orthonormal spin orbitals that do not make the Hartree–Fock energy stationary, such as Kohn–Sham orbitals, the Fock matrix $F$ built from them has nonzero occupied-virtual elements $F_{ia}$. One can then add a singles term $-\sum_{ia}F_{ia}^2/D_{ia}$, where $D_{ia}=e_a-e_i$ is a difference of orbital energies. If all $D_{ia}$ are positive, that term is the least value of a quadratic model of orbital relaxation, in a finite real basis and with the curvature of non-interacting particles.

Indices $p,q$ run over all orbitals, $i$ over occupied and $a$ over virtual ones. The occupation $n_p$ is 1 or 0, $P=\mathrm{diag}(n_p)$ and $h=\mathrm{diag}(e_p)$. For real matrices $M,\kappa$ and real $s$,
$$E_M(s)=\mathrm{tr}\,(Me^{s\kappa}Pe^{-s\kappa}),\qquad W(\kappa)=E_F'(0)+\tfrac12E_h''(0).$$

## Statement

Let $F$ be symmetric and $\kappa$ antisymmetric. Then $E_F'(0)=2\sum_{ia}F_{ia}\kappa_{ai}$ and $E_h''(0)=2\sum_{ia}D_{ia}\kappa_{ai}^2$. If all $D_{ia}>0$, the minimum of $W$ over antisymmetric $\kappa$ with only occupied-virtual entries is $-\sum_{ia}F_{ia}^2/D_{ia}$, attained exactly at the generator with $\kappa_{ai}=-F_{ia}/D_{ia}$.

## Derivation

With $[A,B]=AB-BA$, $\frac{d}{ds}e^{s\kappa}=e^{s\kappa}\kappa$ and $\frac{d}{ds}e^{-s\kappa}=-\kappa e^{-s\kappa}$, every matrix $X$ satisfies
$$\frac{d}{ds}\mathrm{tr}\,(Me^{s\kappa}Xe^{-s\kappa})=\mathrm{tr}\,(Me^{s\kappa}[\kappa,X]e^{-s\kappa}).$$
Applied once and twice, this gives $E_M'(0)=\mathrm{tr}\,(MC)$ and $E_M''(0)=\mathrm{tr}\,(M[\kappa,C])$, where $C=[\kappa,P]$ has entries $C_{pq}=\kappa_{pq}(n_q-n_p)$.

The weight $n_p-n_q$ is $+1$ for $p$ occupied and $q$ virtual, $-1$ in the reverse case and zero otherwise, so for any array $g$
$$\sum_{pq}g_{pq}(n_p-n_q)=\sum_{ia}(g_{ia}-g_{ai}).$$
For the gradient,
$$E_F'(0)=\sum_{pq}F_{pq}\kappa_{qp}(n_p-n_q)=\sum_{ia}(F_{ia}\kappa_{ai}-F_{ai}\kappa_{ia})=2\sum_{ia}F_{ia}\kappa_{ai},$$
by $F_{ai}=F_{ia}$ and $\kappa_{ia}=-\kappa_{ai}$. For the curvature only the diagonal of $[\kappa,C]$ enters:
$$[\kappa,C]_{pp}=\sum_q(\kappa_{pq}C_{qp}-C_{pq}\kappa_{qp})=2\sum_q\kappa_{pq}\kappa_{qp}(n_p-n_q),$$
$$E_h''(0)=\sum_{pq}2e_p\kappa_{pq}\kappa_{qp}(n_p-n_q)=2\sum_{ia}(e_i-e_a)\kappa_{ia}\kappa_{ai}=2\sum_{ia}D_{ia}\kappa_{ai}^2.$$
Hence, for nonzero gaps,
$$W=\sum_{ia}\left(2F_{ia}\kappa_{ai}+D_{ia}\kappa_{ai}^2\right)=\sum_{ia}D_{ia}\Big(\kappa_{ai}+\frac{F_{ia}}{D_{ia}}\Big)^2-\sum_{ia}\frac{F_{ia}^2}{D_{ia}}.$$
For positive gaps the first sum is nonnegative and vanishes exactly when every bracket does. Antisymmetry then fixes $\kappa_{ia}=F_{ia}/D_{ia}$, and the remaining entries are zero by assumption.

The sign of the gap matters already for one occupied and one virtual orbital. With $F=0$, $D_{ia}=-1$ and $\kappa_{ai}=x$ one has $W=-x^2$, which is unbounded below, while the formula would give 0.

## What the formal version assumes

The orbitals form a finite type `n`, `occ` is the occupied set and `occᶜ` the virtual set. `occNum`, `projector`, `comm`, `energy` and `model` are $n_p$, $P$, the commutator, $E_M$ and $W$; `model` is defined through `deriv` of `energy`, with Mathlib's matrix exponential. The entry `κ a i` has the virtual index as its row. `IsOccVirt` demands `κᵀ = -κ` and zero entries whenever $p$ and $q$ are both occupied or both virtual, and `optimal` is the claimed minimiser.

`singles_minimum` assumes `F.IsSymm` and positive gaps. Its first half says with `IsLeast` that $-\sum_{ia}F_{ia}^2/D_{ia}$ is a value of `model` on admissible generators and a lower bound of all such values. Its second half says that an admissible $\kappa$ gives this value if and only if it equals `optimal occ F e`. If `occ` is empty or contains every orbital, only $\kappa=0$ is admissible and the minimum is 0.

Each orbital holds at most one particle, so there is no spin factor. $F$ and $e$ are independent inputs: nothing ties $F$ to two-electron integrals or $e$ to the diagonal of $F$, and the positive gap is assumed. $W$ combines the slope of one function with the curvature of another. It omits the off-diagonal elements of $F$ within the occupied and within the virtual block, which Kohn–Sham orbitals generally leave nonzero, the two-electron part of the Hartree–Fock orbital Hessian and all higher orders in $\kappa$, so the theorem bounds the model and not an interacting energy.

One could instead minimise over all antisymmetric $\kappa$. The completed square and `model_eq_iff` are stated in that generality, so the value would be the same. Uniqueness would fail once there are two occupied or two virtual orbitals, since rotations among them leave $W$ unchanged.

In Lean 4 with Mathlib:

```lean
import Mathlib

open Matrix Finset NormedSpace

namespace SinglesCorrection

noncomputable section

variable {n : Type*} [Fintype n] [DecidableEq n]

/-- Occupation number of orbital `p`: one if occupied, zero if virtual. -/
def occNum (occ : Finset n) (p : n) : ℝ := if p ∈ occ then 1 else 0

/-- The diagonal projector `P` on the occupied orbitals. -/
def projector (occ : Finset n) : Matrix n n ℝ := diagonal (occNum occ)

/-- The commutator `[A, B]`. -/
def comm (A B : Matrix n n ℝ) : Matrix n n ℝ := A * B - B * A

/-- The trace `tr(M exp(sκ) X exp(-sκ))` as a function of `s`. -/
def rotatedTrace (M X κ : Matrix n n ℝ) (s : ℝ) : ℝ :=
  trace (M * exp (s • κ) * X * exp (s • -κ))

/-- The energy `E_M(s) = tr(M exp(sκ) P exp(-sκ))` along an orbital rotation. -/
def energy (occ : Finset n) (M κ : Matrix n n ℝ) : ℝ → ℝ := rotatedTrace M (projector occ) κ

/-- The quadratic model `E_F'(0) + E_h''(0)/2` with `h = diag(e)`. -/
def model (occ : Finset n) (F : Matrix n n ℝ) (e : n → ℝ) (κ : Matrix n n ℝ) : ℝ :=
  deriv (energy occ F κ) 0 + deriv (deriv (energy occ (diagonal e) κ)) 0 / 2

/-- An antisymmetric generator with only occupied-virtual entries. -/
structure IsOccVirt (occ : Finset n) (κ : Matrix n n ℝ) : Prop where
  antisymm : κᵀ = -κ
  zero : ∀ p q, (p ∈ occ ↔ q ∈ occ) → κ p q = 0

/-- The generator with `κ_ai = -F_ia/(e_a - e_i)`, `κ_ia = F_ia/(e_a - e_i)` and zero
elsewhere. -/
def optimal (occ : Finset n) (F : Matrix n n ℝ) (e : n → ℝ) : Matrix n n ℝ :=
  Matrix.of fun p q =>
    if p ∉ occ ∧ q ∈ occ then -(F q p / (e p - e q))
    else if p ∈ occ ∧ q ∉ occ then F p q / (e q - e p) else 0

open scoped Matrix.Norms.Operator in
/-- Differentiating `tr(M exp(sκ) X exp(-sκ))` in `s` replaces `X` by `[κ, X]`. -/
theorem hasDerivAt_rotatedTrace (M X κ : Matrix n n ℝ) (s : ℝ) :
    HasDerivAt (rotatedTrace M X κ) (rotatedTrace M (comm κ X) κ s) s := by
  have h1 := hasDerivAt_exp_smul_const κ s
  have h2 := hasDerivAt_exp_smul_const' (-κ) s
  have h3 := ((h1.const_mul M).mul_const X).mul h2
  -- the trace is a continuous linear map
  let L : Matrix n n ℝ →L[ℝ] ℝ :=
    LinearMap.toContinuousLinearMap (Matrix.traceLinearMap n ℝ ℝ)
  have h4 : HasDerivAt (rotatedTrace M X κ)
      (trace (M * (exp (s • κ) * κ) * X * exp (s • -κ)
        + M * exp (s • κ) * X * (-κ * exp (s • -κ)))) s := by
    have := L.hasFDerivAt.comp_hasDerivAt s h3
    exact this
  refine h4.congr_deriv ?_
  unfold rotatedTrace comm
  generalize exp (s • κ) = U
  generalize exp (s • -κ) = V
  congr 1
  noncomm_ring

/-- The entries of `[κ, P]` are `κ_pq (n_q - n_p)`. -/
theorem comm_projector_apply (occ : Finset n) (κ : Matrix n n ℝ) (p q : n) :
    comm κ (projector occ) p q = κ p q * (occNum occ q - occNum occ p) := by
  simp only [comm, projector, Matrix.sub_apply, mul_diagonal, diagonal_mul]
  ring

/-- A double sum weighted by occupation differences reduces to occupied-virtual pairs. -/
theorem sum_occ_diff (occ : Finset n) (g : n → n → ℝ) :
    ∑ p, ∑ q, g p q * (occNum occ p - occNum occ q)
      = ∑ i ∈ occ, ∑ a ∈ occᶜ, (g i a - g a i) := by
  have B : ∀ (s : Finset n) (f : n → ℝ), ∑ i ∈ s, f i = ∑ i, if i ∈ s then f i else 0 := by
    intro s f
    simp [Finset.sum_ite_mem]
  have A : ∀ f : n → n → ℝ, ∑ i ∈ occ, ∑ a ∈ occᶜ, f i a
      = ∑ p, ∑ q, occNum occ p * (1 - occNum occ q) * f p q := by
    intro f
    rw [B occ]
    refine Finset.sum_congr rfl fun p _ => ?_
    by_cases hp : p ∈ occ
    · rw [if_pos hp, B occᶜ]
      refine Finset.sum_congr rfl fun q _ => ?_
      by_cases hq : q ∈ occ <;> simp [occNum, hp, hq]
    · simp [occNum, hp]
  have swap : ∑ p, ∑ q, occNum occ q * (1 - occNum occ p) * g p q
      = ∑ p, ∑ q, occNum occ p * (1 - occNum occ q) * g q p := Finset.sum_comm
  rw [A]
  calc ∑ p, ∑ q, g p q * (occNum occ p - occNum occ q)
      = ∑ p, ∑ q, occNum occ p * (1 - occNum occ q) * g p q
        - ∑ p, ∑ q, occNum occ q * (1 - occNum occ p) * g p q := by
        simp only [← Finset.sum_sub_distrib]
        exact Finset.sum_congr rfl fun p _ => Finset.sum_congr rfl fun q _ => by ring
    _ = _ := by
        rw [swap]
        simp only [← Finset.sum_sub_distrib]
        exact Finset.sum_congr rfl fun p _ => Finset.sum_congr rfl fun q _ => by ring

/-- For symmetric `F` and antisymmetric `κ`, `E_F'(0) = 2 ∑ F_ia κ_ai`. -/
theorem energy_gradient (occ : Finset n) {F κ : Matrix n n ℝ} (hF : F.IsSymm) (hκ : κᵀ = -κ) :
    HasDerivAt (energy occ F κ) (2 * ∑ i ∈ occ, ∑ a ∈ occᶜ, F i a * κ a i) 0 := by
  refine (hasDerivAt_rotatedTrace F (projector occ) κ 0).congr_deriv ?_
  have h0 : rotatedTrace F (comm κ (projector occ)) κ 0
      = trace (F * comm κ (projector occ)) := by simp [rotatedTrace]
  have h1 : trace (F * comm κ (projector occ))
      = ∑ p, ∑ q, (F p q * κ q p) * (occNum occ p - occNum occ q) := by
    simp only [trace, diag_apply, Matrix.mul_apply, comm_projector_apply, mul_assoc]
  rw [h0, h1, sum_occ_diff occ fun p q => F p q * κ q p]
  simp only [Finset.mul_sum]
  refine Finset.sum_congr rfl fun i _ => Finset.sum_congr rfl fun a _ => ?_
  have hk : κ i a = -κ a i := by simpa using congrFun (congrFun hκ a) i
  rw [hk, hF.apply i a]
  ring

/-- For `h = diag(e)` and antisymmetric `κ`, `E_h''(0) = 2 ∑ (e_a - e_i) κ_ai²`. -/
theorem energy_curvature (occ : Finset n) (e : n → ℝ) {κ : Matrix n n ℝ} (hκ : κᵀ = -κ) :
    HasDerivAt (deriv (energy occ (diagonal e) κ))
      (2 * ∑ i ∈ occ, ∑ a ∈ occᶜ, (e a - e i) * κ a i ^ 2) 0 := by
  have hd : deriv (energy occ (diagonal e) κ)
      = rotatedTrace (diagonal e) (comm κ (projector occ)) κ :=
    funext fun s => (hasDerivAt_rotatedTrace _ _ κ s).deriv
  rw [hd]
  refine (hasDerivAt_rotatedTrace _ _ κ 0).congr_deriv ?_
  -- at zero only the double commutator remains
  have h0 : rotatedTrace (diagonal e) (comm κ (comm κ (projector occ))) κ 0
      = trace (diagonal e * comm κ (comm κ (projector occ))) := by simp [rotatedTrace]
  have h1 : trace (diagonal e * (κ * comm κ (projector occ) - comm κ (projector occ) * κ))
      = ∑ p, ∑ q, (2 * e p * κ p q * κ q p) * (occNum occ p - occNum occ q) := by
    unfold trace
    refine Finset.sum_congr rfl fun p _ => ?_
    rw [diag_apply, diagonal_mul, Matrix.sub_apply, Matrix.mul_apply, Matrix.mul_apply,
      ← Finset.sum_sub_distrib, Finset.mul_sum]
    refine Finset.sum_congr rfl fun q _ => ?_
    simp only [comm_projector_apply]
    ring
  refine h0.trans (h1.trans ?_)
  rw [sum_occ_diff occ fun p q => 2 * e p * κ p q * κ q p]
  simp only [Finset.mul_sum]
  refine Finset.sum_congr rfl fun i _ => Finset.sum_congr rfl fun a _ => ?_
  have hk : κ i a = -κ a i := by simpa using congrFun (congrFun hκ a) i
  rw [hk]
  ring

/-- For symmetric `F`, antisymmetric `κ` and nonzero gaps `D_ia = e_a - e_i` the model equals
`∑ D_ia (κ_ai + F_ia/D_ia)² - ∑ F_ia²/D_ia`. -/
theorem model_complete_square (occ : Finset n) {F κ : Matrix n n ℝ} {e : n → ℝ}
    (hF : F.IsSymm) (hκ : κᵀ = -κ) (hD : ∀ i ∈ occ, ∀ a ∈ occᶜ, e a - e i ≠ 0) :
    model occ F e κ
      = ∑ i ∈ occ, ∑ a ∈ occᶜ, (e a - e i) * (κ a i + F i a / (e a - e i)) ^ 2
        - ∑ i ∈ occ, ∑ a ∈ occᶜ, F i a ^ 2 / (e a - e i) := by
  unfold model
  rw [(energy_gradient occ hF hκ).deriv, (energy_curvature occ e hκ).deriv]
  simp only [Finset.mul_sum, Finset.sum_div, ← Finset.sum_add_distrib,
    ← Finset.sum_sub_distrib]
  refine Finset.sum_congr rfl fun i hi => Finset.sum_congr rfl fun a ha => ?_
  have hne := hD i hi a ha
  generalize e a - e i = D at hne ⊢
  field_simp
  ring

/-- For symmetric `F`, antisymmetric `κ` and positive gaps `D_ia = e_a - e_i`, the model equals `-∑ F_ia²/D_ia` exactly when
`κ_ai = -F_ia/D_ia` for all occupied `i` and virtual `a`. -/
theorem model_eq_iff (occ : Finset n) {F κ : Matrix n n ℝ} {e : n → ℝ}
    (hF : F.IsSymm) (hκ : κᵀ = -κ) (hD : ∀ i ∈ occ, ∀ a ∈ occᶜ, 0 < e a - e i) :
    model occ F e κ = -∑ i ∈ occ, ∑ a ∈ occᶜ, F i a ^ 2 / (e a - e i)
      ↔ ∀ i ∈ occ, ∀ a ∈ occᶜ, κ a i = -(F i a / (e a - e i)) := by
  have nn : ∀ i ∈ occ, ∀ a ∈ occᶜ, 0 ≤ (e a - e i) * (κ a i + F i a / (e a - e i)) ^ 2 :=
    fun i hi a ha => mul_nonneg (hD i hi a ha).le (sq_nonneg _)
  rw [model_complete_square occ hF hκ fun i hi a ha => (hD i hi a ha).ne',
    sub_eq_iff_eq_add, neg_add_cancel,
    Finset.sum_eq_zero_iff_of_nonneg fun i hi => Finset.sum_nonneg (nn i hi)]
  refine forall₂_congr fun i hi => ?_
  rw [Finset.sum_eq_zero_iff_of_nonneg (nn i hi)]
  refine forall₂_congr fun a ha => ?_
  rw [mul_eq_zero, or_iff_right (hD i hi a ha).ne', pow_eq_zero_iff two_ne_zero,
    add_eq_zero_iff_eq_neg]

omit [Fintype n] in
/-- The generator `optimal` is antisymmetric with only occupied-virtual entries. -/
theorem optimal_isOccVirt (occ : Finset n) (F : Matrix n n ℝ) (e : n → ℝ) :
    IsOccVirt occ (optimal occ F e) := by
  constructor
  · ext p q
    by_cases hp : p ∈ occ <;> by_cases hq : q ∈ occ <;> simp [optimal, hp, hq]
  · intro p q h
    by_cases hp : p ∈ occ
    · simp [optimal, hp, h.1 hp]
    · have hq : q ∉ occ := fun hq => hp (h.2 hq)
      simp [optimal, hp, hq]

/-- For symmetric `F` and positive gaps, the minimum of `E_F'(0) + E_h''(0)/2` over
occupied-virtual generators is `-∑ F_ia²/D_ia`, attained exactly at `optimal`. -/
theorem singles_minimum (occ : Finset n) {F : Matrix n n ℝ} {e : n → ℝ}
    (hF : F.IsSymm) (hD : ∀ i ∈ occ, ∀ a ∈ occᶜ, 0 < e a - e i) :
    IsLeast (model occ F e '' {κ | IsOccVirt occ κ})
        (-∑ i ∈ occ, ∑ a ∈ occᶜ, F i a ^ 2 / (e a - e i)) ∧
      ∀ κ, IsOccVirt occ κ →
        (model occ F e κ = -∑ i ∈ occ, ∑ a ∈ occᶜ, F i a ^ 2 / (e a - e i)
          ↔ κ = optimal occ F e) := by
  have hopt := optimal_isOccVirt occ F e
  have hval := (model_eq_iff occ hF hopt.antisymm hD).2 fun i hi a ha => by
    simp [optimal, hi, Finset.mem_compl.1 ha]
  refine ⟨⟨⟨_, hopt, hval⟩, ?_⟩, fun κ hκ => ⟨fun h => ?_, fun h => by rw [h]; exact hval⟩⟩
  · -- lower bound: the completed square is nonnegative
    rintro _ ⟨κ, hκ, rfl⟩
    have h1 := model_complete_square occ hF hκ.antisymm fun i hi a ha => (hD i hi a ha).ne'
    have h2 : 0 ≤ ∑ i ∈ occ, ∑ a ∈ occᶜ, (e a - e i) * (κ a i + F i a / (e a - e i)) ^ 2 :=
      Finset.sum_nonneg fun i hi => Finset.sum_nonneg fun a ha =>
        mul_nonneg (hD i hi a ha).le (sq_nonneg _)
    linarith
  · -- uniqueness: the virtual-occupied block fixes the generator
    have h' := (model_eq_iff occ hF hκ.antisymm hD).1 h
    ext p q
    have hk : κ p q = -κ q p := by simpa using congrFun (congrFun hκ.antisymm q) p
    by_cases hp : p ∈ occ <;> by_cases hq : q ∈ occ
    · rw [hκ.zero p q (by simp [hp, hq])]
      simp [optimal, hp, hq]
    · rw [hk, h' p hp q (Finset.mem_compl.2 hq)]
      simp [optimal, hp, hq]
    · rw [h' q hq p (Finset.mem_compl.2 hp)]
      simp [optimal, hp, hq]
    · rw [hκ.zero p q (by simp [hp, hq])]
      simp [optimal, hp, hq]

end

end SinglesCorrection
```

```lean
#print axioms SinglesCorrection.singles_minimum
```

```
'SinglesCorrection.singles_minimum' depends on axioms: [propext, Classical.choice, Quot.sound]
```

## Notes on the proof

`hasDerivAt_rotatedTrace` is the differentiation rule, valid for every $s$ and $X$. It takes `hasDerivAt_exp_smul_const` for the left exponential and the primed version for the right one, so that $\kappa$ lands next to $X$ on both sides. After `generalize` hides the exponentials, `noncomm_ring` collects the commutator. The route is reusable for any linear functional of a differentiable matrix-valued curve: `open scoped Matrix.Norms.Operator in` supplies a matrix norm for one declaration, `LinearMap.toContinuousLinearMap` turns the trace into a continuous linear map `L`, and `L.hasFDerivAt.comp_hasDerivAt` passes the derivative through it.

`comm_projector_apply` gives $C_{pq}$. `sum_occ_diff` writes the pair sum with the indicator $n_p(1-n_q)$, uses $n_p-n_q=n_p(1-n_q)-n_q(1-n_p)$ and swaps indices in the second term.

In `energy_gradient` and `energy_curvature`, `h0` sets $s=0$, `h1` produces the weighted double sum, and `hk` is antisymmetry for one entry. The curvature proof first identifies $E_h'$ as a function of $s$ in `hd` and then differentiates again. Both results are `HasDerivAt` statements, so the `deriv` values in `model` are genuine derivatives.

`model_complete_square` works term by term with `field_simp` and `ring`. `model_eq_iff` applies `Finset.sum_eq_zero_iff_of_nonneg` to both sums and cancels the gap. `optimal_isOccVirt` checks admissibility by cases. `singles_minimum` obtains attainment as `hval`, the bound by `linarith` from the completed square, and uniqueness by comparing the four blocks of $\kappa$.
